# Closed shells of free electrons in a square cell hold 2 modulo 8 electrons at Γ and 0 modulo 8 at the zone corner

Take free electrons in a periodic square cell of side $L$. The lowest orbital has wave vector zero. The next level contains four orbitals, with wave vectors $(\pm 1,0)$ and $(0,\pm 1)$ in units of $2\pi/L$, and a rotation by 90 degrees carries each of them to the next. Filling both levels with two spins per orbital takes $2(1+4)=10$ electrons. If the boundary conditions are antiperiodic along both axes instead, the lowest level already consists of four orbitals, $(\pm\tfrac12,\pm\tfrac12)$, and filling it takes 8 electrons.

The same rotation governs every larger shell. Orbitals come in groups of four, except for one at zero wave vector, if it is present. With two spins, the closed-shell electron numbers are therefore 2 modulo 8 in the first case and 0 modulo 8 in the second. For a simulation of the two-dimensional electron gas that starts from a determinant of plane waves, this restricts the particle numbers at which the non-interacting ground state in a square cell with either of these boundary conditions is a closed shell.

In Lean 4 with Mathlib:

```lean
import Mathlib

open Real

namespace SquareCellClosedShells
```

## Orbitals, energies and electron numbers

An orbital is labelled by a pair of integers $(a,b)$. Its wave vector is
$$\mathbf k=\frac{2\pi}{L}(a+\theta,\;b+\theta),$$
where the twist $\theta$ fixes the boundary condition, the same along both axes. The value $\theta=0$ is the Γ point, with periodic orbitals; $\theta=\tfrac12$ is the corner of the Brillouin zone of the cell, with antiperiodic ones. In atomic units the energy is $k^2/2$. There is no interaction and no external potential.

In the code the label is `p : ℤ × ℤ`, with `p.1` for $a$ and `p.2` for $b$.

```lean
/-- Kinetic energy, in atomic units, of the plane wave with wave vector
`(2π/L)(a + θ, b + θ)` in a square cell of side `L ≠ 0` with twist `θ` along both axes. -/
noncomputable def energy (L θ : ℝ) (p : ℤ × ℤ) : ℝ :=
  ((2 * π / L * (p.1 + θ)) ^ 2 + (2 * π / L * (p.2 + θ)) ^ 2) / 2
```

A closed shell is obtained by choosing an energy $E$ and filling every spin orbital whose energy is at most $E$. The electron number is the number of pairs (orbital, spin) that satisfy this condition. The two elements of `Fin 2` stand for spin up and spin down, so both spins are filled to the same energy and the gas is unpolarised.

```lean
/-- The number of electrons when every spin orbital of energy at most `E` is filled,
for a cell of side `L ≠ 0`; the factor `Fin 2` labels the spin. -/
noncomputable def electronNumber (L θ E : ℝ) : ℕ :=
  {s : (ℤ × ℤ) × Fin 2 | energy L θ s.1 ≤ E}.ncard
```

For $E\ge0$, dividing wave vectors by $2\pi/L$ turns the filled region into a disc of some radius $|R|$, which contains the orbitals with
$$(a+\theta)^2+(b+\theta)^2\le R^2 .$$

```lean
/-- The orbitals in or on the Fermi circle of radius `|R|`, in units of `2π/L`, at twist `θ`. -/
def fermiDisc (θ R : ℝ) : Set (ℤ × ℤ) :=
  {p | ((p.1 : ℝ) + θ) ^ 2 + ((p.2 : ℝ) + θ) ^ 2 ≤ R ^ 2}
```

## The quarter turn

Write the twist as $\theta=t/2$ with $t$ an integer, so that $t=0$ is Γ and $t=1$ is the corner. Rotating the wave vector by 90 degrees sends $(a+\tfrac t2,\,b+\tfrac t2)$ to $(-b-\tfrac t2,\,a+\tfrac t2)$. On the labels this is
$$(a,b)\mapsto(-b-t,\;a),$$
which again gives integers. The inverse is $(a,b)\mapsto(b,\,-a-t)$, so the map is a bijection of the orbitals.

```lean
/-- Rotation of the orbital labels by 90 degrees about the point `(-t/2, -t/2)`. -/
def quarterTurn (t : ℤ) : ℤ × ℤ ≃ ℤ × ℤ where
  toFun p := (-p.2 - t, p.1)
  invFun p := (p.2, -p.1 - t)
  left_inv p := by ext <;> simp
  right_inv p := by ext <;> simp
```

The counting needs a finite disc. If $(a,b)$ lies in it, then $(a+\theta)^2\le R^2$, so
$$-|R|-\theta\le a\le |R|-\theta,$$
and the same holds for $b$. Only finitely many integers satisfy these bounds. This matters for the meaning of the results, because `ncard` returns 0 for an infinite set, and 0 is divisible by 4.

```lean
/-- A Fermi circle encloses finitely many orbitals, at any twist. -/
theorem fermiDisc_finite (θ R : ℝ) : (fermiDisc θ R).Finite := by
  refine ((Set.finite_Icc ⌈-|R| - θ⌉ ⌊|R| - θ⌋).prod
    (Set.finite_Icc ⌈-|R| - θ⌉ ⌊|R| - θ⌋)).subset ?_
  rintro ⟨a, b⟩ h
  change ((a : ℝ) + θ) ^ 2 + ((b : ℝ) + θ) ^ 2 ≤ R ^ 2 at h
  -- each component of the wave vector is bounded by the radius
  have ha := abs_le.1 (sq_le_sq.1
    (show ((a : ℝ) + θ) ^ 2 ≤ R ^ 2 by linarith [sq_nonneg ((b : ℝ) + θ)]))
  have hb := abs_le.1 (sq_le_sq.1
    (show ((b : ℝ) + θ) ^ 2 ≤ R ^ 2 by linarith [sq_nonneg ((a : ℝ) + θ)]))
  exact ⟨⟨Int.ceil_le.2 (by linarith [ha.1]), Int.le_floor.2 (by linarith [ha.2])⟩,
    ⟨Int.ceil_le.2 (by linarith [hb.1]), Int.le_floor.2 (by linarith [hb.2])⟩⟩
```

The rotation preserves length:
$$\left(-b-t+\tfrac t2\right)^2+\left(a+\tfrac t2\right)^2=\left(a+\tfrac t2\right)^2+\left(b+\tfrac t2\right)^2 .$$
An orbital is therefore in the disc exactly when its image is. The identity is `e` in the proof, and `ring` verifies it.

```lean
/-- At twist `t/2` with `t` an integer, the quarter turn maps the Fermi disc onto itself. -/
theorem quarterTurn_mem_fermiDisc (t : ℤ) (R : ℝ) (p : ℤ × ℤ) :
    p ∈ fermiDisc ((t : ℝ) / 2) R ↔ quarterTurn t p ∈ fermiDisc ((t : ℝ) / 2) R := by
  obtain ⟨a, b⟩ := p
  have e : (((-b - t : ℤ) : ℝ) + t / 2) ^ 2 + ((a : ℝ) + t / 2) ^ 2
      = ((a : ℝ) + t / 2) ^ 2 + ((b : ℝ) + t / 2) ^ 2 := by
    push_cast
    ring
  change ((a : ℝ) + t / 2) ^ 2 + ((b : ℝ) + t / 2) ^ 2 ≤ R ^ 2 ↔
    (((-b - t : ℤ) : ℝ) + t / 2) ^ 2 + ((a : ℝ) + t / 2) ^ 2 ≤ R ^ 2
  rw [e]
```

## Counting one quadrant gives a quarter of the orbitals

Let $S$ be a finite set of orbitals that is closed under the quarter turn and does not contain its centre. Put $x=2a+t$ and $y=2b+t$, which is twice the wave vector in units of $2\pi/L$. The quarter turn acts as $(x,y)\mapsto(-y,x)$, and four successive images are
$$(x,y),\quad(-y,x),\quad(-x,-y),\quad(y,-x).$$
Consider the half-open quadrant $x>0,\ y\ge0$. The four images lie in it under the respective conditions
$$x>0,\,y\ge0;\qquad y<0,\,x\ge0;\qquad x<0,\,y\le0;\qquad y>0,\,x\le0 .$$
These four regions are disjoint and cover the plane without the origin, so exactly one image lies in the quadrant.

Let $g$ be 1 on the quadrant and 0 elsewhere, and let $q$ be the quarter turn. Then
$$|S|=\sum_{p\in S}\bigl[g(p)+g(qp)+g(q^2p)+g(q^3p)\bigr]=4\sum_{p\in S}g(p),$$
since $q$ only permutes $S$ and all four sums are equal.

In the proof, `one` is the statement about the four images, settled by `omega` after the case split. The reindexing of a sum by the quarter turn is `step`, applied three times as `e1`, `e2` and `e3`. Adding `one` over the set gives `total`.

```lean
/-- A finite set of orbitals that is closed under the quarter turn and does not contain
the centre of rotation has a number of elements divisible by four. -/
theorem four_dvd_card (t : ℤ) (S : Finset (ℤ × ℤ))
    (hS : ∀ p, p ∈ S ↔ quarterTurn t p ∈ S)
    (h0 : ∀ p ∈ S, ¬(2 * p.1 + t = 0 ∧ 2 * p.2 + t = 0)) : 4 ∣ S.card := by
  -- `g` is the indicator of a half-open quadrant
  obtain ⟨g, hg⟩ : ∃ g : ℤ × ℤ → ℕ, ∀ p, g p =
      if 0 < 2 * p.1 + t ∧ 0 ≤ 2 * p.2 + t then 1 else 0 := ⟨_, fun _ => rfl⟩
  have step : ∀ h : ℤ × ℤ → ℕ, ∑ p ∈ S, h (quarterTurn t p) = ∑ p ∈ S, h p :=
    fun h => Finset.sum_equiv (quarterTurn t) hS (fun _ _ => rfl)
  -- exactly one of four successive images lies in the quadrant
  have one : ∀ p ∈ S, g p + g (quarterTurn t p) + g (quarterTurn t (quarterTurn t p))
      + g (quarterTurn t (quarterTurn t (quarterTurn t p))) = 1 := by
    rintro ⟨a, b⟩ hp
    have h : ¬(2 * a + t = 0 ∧ 2 * b + t = 0) := h0 _ hp
    simp only [hg, quarterTurn, Equiv.coe_fn_mk]
    split_ifs <;> omega
  have e1 := step g
  have e2 : ∑ p ∈ S, g (quarterTurn t (quarterTurn t p))
      = ∑ p ∈ S, g (quarterTurn t p) := step (fun p => g (quarterTurn t p))
  have e3 : ∑ p ∈ S, g (quarterTurn t (quarterTurn t (quarterTurn t p)))
      = ∑ p ∈ S, g (quarterTurn t (quarterTurn t p)) :=
    step (fun p => g (quarterTurn t (quarterTurn t p)))
  have total := Finset.sum_congr rfl one
  simp only [Finset.sum_add_distrib, Finset.sum_const, smul_eq_mul, mul_one] at total
  exact ⟨∑ p ∈ S, g p, by linarith⟩
```

## One orbital left over at Γ, none at the corner

At Γ the centre of rotation is the orbital $(0,0)$, which belongs to every disc, even the one of radius zero. Remove it. The remaining set is still closed under the quarter turn, because the turn fixes $(0,0)$ and moves no other orbital there. Its size is a multiple of 4, possibly zero, and restoring the removed orbital gives
$$\#\{(a,b):a^2+b^2\le R^2\}\equiv1\pmod 4 .$$
Removal is `erase` in the code, and `Finset.card_erase_add_one` puts the orbital back into the count.

```lean
/-- At the Γ point the number of orbitals in or on any Fermi circle is 1 modulo 4. -/
theorem gamma_count (R : ℝ) : (fermiDisc 0 R).ncard % 4 = 1 := by
  have hmem := quarterTurn_mem_fermiDisc 0 R
  rw [show ((0 : ℤ) : ℝ) / 2 = 0 by simp] at hmem
  have hfin := fermiDisc_finite 0 R
  have hz : ((0, 0) : ℤ × ℤ) ∈ hfin.toFinset := by
    rw [Set.Finite.mem_toFinset]
    simp [fermiDisc, sq_nonneg]
  -- remove the orbital at zero wave vector; the rest comes in fours
  have h4 : 4 ∣ (hfin.toFinset.erase (0, 0)).card := by
    refine four_dvd_card 0 _ (fun p => ?_) (fun p hp => ?_)
    · have hne : p ≠ (0, 0) ↔ quarterTurn 0 p ≠ (0, 0) := by
        obtain ⟨a, b⟩ := p
        simp only [quarterTurn, Equiv.coe_fn_mk, ne_eq, Prod.mk.injEq]
        omega
      rw [Finset.mem_erase, Finset.mem_erase, Set.Finite.mem_toFinset,
        Set.Finite.mem_toFinset, hne, hmem p]
    · rintro ⟨h1, h2⟩
      exact (Finset.mem_erase.1 hp).1 (Prod.ext (by simpa using h1) (by simpa using h2))
  have hc := Finset.card_erase_add_one hz
  rw [Set.ncard_eq_toFinset_card _ hfin]
  omega
```

At the corner the centre would require $2a+1=0$, which no integer satisfies. The counting lemma applies to the whole disc, so
$$\#\{(a,b):(a+\tfrac12)^2+(b+\tfrac12)^2\le R^2\}\equiv0\pmod 4 .$$
For $R^2<\tfrac12$ the disc is empty and the count is zero.

```lean
/-- At the zone corner the number of orbitals in or on any Fermi circle is divisible by 4. -/
theorem corner_count (R : ℝ) : 4 ∣ (fermiDisc (1 / 2) R).ncard := by
  have hmem := quarterTurn_mem_fermiDisc 1 R
  rw [show ((1 : ℤ) : ℝ) / 2 = 1 / 2 by norm_num] at hmem
  have hfin := fermiDisc_finite (1 / 2) R
  rw [Set.ncard_eq_toFinset_card _ hfin]
  refine four_dvd_card 1 _ (fun p => ?_) (fun p _ => by omega)
  rw [Set.Finite.mem_toFinset, Set.Finite.mem_toFinset, hmem p]
```

## From orbitals to electrons

Let all levels be filled up to the energy of the wave number $2\pi R/L$. An orbital is filled when
$$\frac12\left(\frac{2\pi}{L}\right)^2\left[(a+\theta)^2+(b+\theta)^2\right]\le\frac12\left(\frac{2\pi}{L}\right)^2R^2 .$$
As $L>0$, the common factor is positive and cancels, which leaves the condition for the disc. The filled spin orbitals are thus the disc times the two spin labels, and the electron number is twice the number of orbitals. The two directions of `constructor` cancel and restore the factor.

```lean
/-- In a cell of side `L > 0`, filling all levels up to the energy of the wave number
`2πR/L` places two electrons in each orbital of the Fermi disc of radius `|R|`. -/
theorem electronNumber_eq {L : ℝ} (hL : 0 < L) (θ R : ℝ) :
    electronNumber L θ ((2 * π / L * R) ^ 2 / 2) = 2 * (fermiDisc θ R).ncard := by
  have hk : 0 < (2 * π / L) ^ 2 := by positivity
  have h : {s : (ℤ × ℤ) × Fin 2 | energy L θ s.1 ≤ (2 * π / L * R) ^ 2 / 2}
      = fermiDisc θ R ×ˢ Set.univ := by
    ext ⟨p, σ⟩
    simp only [Set.mem_ofPred_eq, Set.mem_prod, Set.mem_univ, and_true, fermiDisc, energy]
    generalize 2 * π / L = k at hk ⊢
    constructor
    · intro h
      refine le_of_mul_le_mul_left ?_ hk
      linarith
    · intro h
      have h' := mul_le_mul_of_nonneg_left h hk.le
      linarith
  rw [electronNumber, h, Set.ncard_prod, Set.ncard_univ, Nat.card_eq_fintype_card,
    Fintype.card_fin, mul_comm]
```

Any energy $E\ge0$ has this form, with
$$R=\frac{L}{2\pi}\sqrt{2E}.$$
At Γ there are $4m+1$ orbitals for some integer $m\ge0$, hence $8m+2$ electrons. At the corner there are $4m$ orbitals, with another $m$ in general, hence $8m$ electrons.

The theorem says this for every side `L` with `0 < L` and every energy `E` with `0 ≤ E`: the electron number leaves remainder 2 on division by 8 at twist `0`, and remainder 0 at twist `1 / 2`. For $E<0$ no orbital is filled, and the statement at Γ fails. The theorem concerns square cells at these two twists only.

```lean
/-- In a square cell of side `L > 0`, filling all spin orbitals up to an energy `E ≥ 0`
takes 2 modulo 8 electrons at the Γ point and 0 modulo 8 electrons at the zone corner. -/
theorem closed_shell_electron_numbers {L E : ℝ} (hL : 0 < L) (hE : 0 ≤ E) :
    electronNumber L 0 E % 8 = 2 ∧ electronNumber L (1 / 2) E % 8 = 0 := by
  -- the radius of the Fermi circle in units of `2π/L`
  obtain ⟨R, hR⟩ : ∃ R : ℝ, (2 * π / L * R) ^ 2 / 2 = E := by
    refine ⟨L / (2 * π) * √(2 * E), ?_⟩
    have hπ := Real.pi_pos
    have h1 : 2 * π / L * (L / (2 * π) * √(2 * E)) = √(2 * E) := by field_simp
    rw [h1, Real.sq_sqrt (by linarith)]
    ring
  have hΓ := gamma_count R
  have hM := corner_count R
  rw [← hR, electronNumber_eq hL, electronNumber_eq hL]
  omega
```

As a worked instance, take $R^2=5$ at Γ. The values 0, 1, 2, 4 and 5 of $a^2+b^2$ occur for 1, 4, 4, 4 and 8 orbitals. That makes 21 orbitals and 42 electrons, and $42=5\cdot8+2$. Stopping one level earlier gives 13 orbitals and 26 electrons. The number 34 lies between these consecutive closed shells, so being 2 modulo 8 is necessary for a closed shell at Γ but not sufficient.

## The modulus 8 is the largest possible

Three small discs settle this for the remainders found above, 2 at Γ and 0 at the corner. At Γ, $R=0$ leaves only $(0,0)$, which holds 2 electrons. With $R=1$, the condition $a^2+b^2\le1$ restricts $a$ and $b$ to $-1,0,1$ and allows at most one of them to be nonzero. This gives the five orbitals of the opening example and 10 electrons. A modulus for which all closed shells at Γ have the same remainder must divide $10-2=8$.

At the corner, $R=1$ gives
$$a^2+a+b^2+b\le\tfrac12 .$$
For integers, $a^2+a$ and $b^2+b$ are non-negative integers, so both vanish and $a,b\in\{-1,0\}$. These four orbitals hold 8 electrons, and a number that divides every closed-shell electron number at the corner must divide 8.

In the proof, `c0`, `c1` and `c2` identify the three discs with explicit lists of labels: `nlinarith` bounds the integers, and the remaining cases are finite. The electron numbers then follow from `electronNumber_eq`, for every cell with $L>0$.

```lean
/-- Every square cell of side `L > 0` has closed shells with 2 and with 10 electrons at the Γ point
and with 8 electrons at the zone corner. -/
theorem smallest_closed_shells {L : ℝ} (hL : 0 < L) :
    electronNumber L 0 0 = 2 ∧ electronNumber L 0 ((2 * π / L) ^ 2 / 2) = 10 ∧
      electronNumber L (1 / 2) ((2 * π / L) ^ 2 / 2) = 8 := by
  have c0 : fermiDisc 0 0 = (({(0, 0)} : Finset (ℤ × ℤ)) : Set (ℤ × ℤ)) := by
    ext ⟨a, b⟩
    simp only [fermiDisc, Set.mem_ofPred_eq, Finset.coe_singleton, Set.mem_singleton_iff,
      Prod.mk.injEq]
    constructor
    · intro h
      have h' : a * a + b * b ≤ 0 := by
        have : (a : ℝ) * a + b * b ≤ 0 := by linarith
        exact_mod_cast this
      constructor <;> nlinarith [mul_self_nonneg a, mul_self_nonneg b]
    · rintro ⟨rfl, rfl⟩
      norm_num
  have c1 : fermiDisc 0 1 = (({(0, 0), (1, 0), (-1, 0), (0, 1), (0, -1)} :
      Finset (ℤ × ℤ)) : Set (ℤ × ℤ)) := by
    ext ⟨a, b⟩
    simp only [fermiDisc, Set.mem_ofPred_eq, Finset.coe_insert, Finset.coe_singleton,
      Set.mem_insert_iff, Set.mem_singleton_iff, Prod.mk.injEq]
    constructor
    · intro h
      have h' : a * a + b * b ≤ 1 := by
        have : (a : ℝ) * a + b * b ≤ 1 := by linarith
        exact_mod_cast this
      clear h
      have a1 : a ≤ 1 := by nlinarith [mul_self_nonneg b]
      have a2 : -1 ≤ a := by nlinarith [mul_self_nonneg b]
      have b1 : b ≤ 1 := by nlinarith [mul_self_nonneg a]
      have b2 : -1 ≤ b := by nlinarith [mul_self_nonneg a]
      interval_cases a <;> interval_cases b <;> omega
    · rintro (⟨rfl, rfl⟩ | ⟨rfl, rfl⟩ | ⟨rfl, rfl⟩ | ⟨rfl, rfl⟩ | ⟨rfl, rfl⟩) <;> norm_num
  have c2 : fermiDisc (1 / 2) 1 = (({(0, 0), (-1, 0), (0, -1), (-1, -1)} :
      Finset (ℤ × ℤ)) : Set (ℤ × ℤ)) := by
    ext ⟨a, b⟩
    simp only [fermiDisc, Set.mem_ofPred_eq, Finset.coe_insert, Finset.coe_singleton,
      Set.mem_insert_iff, Set.mem_singleton_iff, Prod.mk.injEq]
    constructor
    · intro h
      have h' : a * a + a + b * b + b < 1 := by
        have : (a : ℝ) * a + a + b * b + b < 1 := by linarith
        exact_mod_cast this
      clear h
      have a1 : a ≤ 0 := by nlinarith [mul_self_nonneg (2 * b + 1)]
      have a2 : -1 ≤ a := by nlinarith [mul_self_nonneg (2 * b + 1)]
      have b1 : b ≤ 0 := by nlinarith [mul_self_nonneg (2 * a + 1)]
      have b2 : -1 ≤ b := by nlinarith [mul_self_nonneg (2 * a + 1)]
      omega
    · rintro (⟨rfl, rfl⟩ | ⟨rfl, rfl⟩ | ⟨rfl, rfl⟩ | ⟨rfl, rfl⟩) <;> norm_num
  have e0 := electronNumber_eq hL 0 0
  have e1 := electronNumber_eq hL 0 1
  have e2 := electronNumber_eq hL (1 / 2) 1
  rw [show (2 * π / L * 0) ^ 2 / 2 = (0 : ℝ) by simp, c0, Set.ncard_coe_finset] at e0
  rw [mul_one, c1, Set.ncard_coe_finset] at e1
  rw [mul_one, c2, Set.ncard_coe_finset] at e2
  exact ⟨e0, e1, e2⟩

end SquareCellClosedShells
```

```lean
#print axioms SquareCellClosedShells.closed_shell_electron_numbers
-- 'SquareCellClosedShells.closed_shell_electron_numbers' depends on axioms: [propext, Classical.choice, Quot.sound]
#print axioms SquareCellClosedShells.smallest_closed_shells
-- 'SquareCellClosedShells.smallest_closed_shells' depends on axioms: [propext, Classical.choice, Quot.sound]
```
